# Normal density of a phonon gas with linear dispersion: ρₙ = 2π²T⁴/(45ħ³c⁵)

Without the value of one dimensionless integral, the phonon contribution to the normal density of a superfluid is known only up to a factor. Dimensional analysis gives T⁴/(ħ³c⁵), but an error in the number in front passes directly into the predicted phonon part of the normal fraction. For one branch of non-interacting phonons in three dimensions, with energy ε(p) = cp at every momentum p and T measured in energy units, that number is 2π²/45.

## From Landau's formula to a sum over 1/(n+1)⁴

Let T > 0 be the temperature in energy units, c > 0 the sound speed and ħ > 0 the reduced Planck constant. The Bose occupation at zero chemical potential is n_B(E) = 1/(exp(E/T) − 1). Landau's formula measures the momentum carried by excitations that drift relative to the superfluid:

ρₙ = (1/3) ∫ d³p/(2πħ)³ p² (−n_B′(ε)) = 1/(6π²ħ³) ∫₀^∞ p⁴ (−n_B′(ε(p))) dp.

Differentiation gives

−n_B′(E) = (1/T) exp(E/T)/(exp(E/T) − 1)².

Set ε = cp and x = cp/T, so that p = Tx/c and dp = (T/c) dx. Then

ρₙ = 1/(6π²ħ³) · (T⁴/c⁵) · J, with J = ∫₀^∞ x⁴ eˣ/(eˣ − 1)² dx.

With q = e⁻ˣ < 1, the weight in J is

eˣ/(eˣ − 1)² = q/(1 − q)² = Σₙ≥₀ (n+1) e^(−(n+1)x).

For r > 0 the Gamma integral gives ∫₀^∞ xᵏ e^(−rx) dx = k!/r^(k+1). All terms are non-negative, so sum and integral may be exchanged:

J = Σₙ≥₀ (n+1) · 24/(n+1)⁵ = 24 Σₙ≥₀ 1/(n+1)⁴ = 24 · π⁴/90 = 4π⁴/15.

Hence ρₙ = 2π²T⁴/(45ħ³c⁵).

The energy density 𝓔 of the same branch follows in the same way from 1/(eˣ − 1) = Σₙ≥₀ e^(−(n+1)x):

∫₀^∞ x³/(eˣ − 1) dx = 6 · π⁴/90 = π⁴/15,

𝓔 = 1/(2π²ħ³) ∫₀^∞ p² · cp · n_B(cp) dp = 1/(2π²ħ³) · (T⁴/c³) · π⁴/15 = π²T⁴/(30ħ³c³).

Comparison gives ρₙc² = (4/3)𝓔.

## Occupation, normal density and energy density in Lean

```lean
import Mathlib

open Real MeasureTheory Set

namespace LandauPhononNormalDensity

noncomputable section
```

The function n_B becomes `bose T E`, with real arguments and no Boltzmann constant.

```lean
/-- Bose occupation of a mode of energy `E` at temperature `T` (in energy units)
and zero chemical potential. -/
def bose (T E : ℝ) : ℝ := 1 / (exp (E / T) - 1)
```

The dispersion `ε` is an arbitrary function of the momentum's magnitude, and `deriv (bose T) (ε p)` is the actual derivative of the occupation with respect to energy, evaluated at ε(p). Landau's formula enters as a definition; it is not derived from the response of a moving fluid.

```lean
/-- Landau's normal mass density of a gas of excitations with isotropic dispersion `ε p`. -/
def normalDensity (hbar T : ℝ) (ε : ℝ → ℝ) : ℝ :=
  1 / (6 * π ^ 2 * hbar ^ 3) * ∫ p in Ioi (0 : ℝ), p ^ 4 * (-deriv (bose T) (ε p))
```

The energy density counts one branch and only the thermal part, without zero-point energy.

```lean
/-- Thermal energy density of one branch of excitations with isotropic dispersion `ε p`. -/
def energyDensity (hbar T : ℝ) (ε : ℝ → ℝ) : ℝ :=
  1 / (2 * π ^ 2 * hbar ^ 3) * ∫ p in Ioi (0 : ℝ), p ^ 2 * (ε p * bose T (ε p))
```

## Boltzmann factors and their moments

The moment formula is Mathlib's Gamma integral at the integer argument k + 1, where Γ(k+1) = k!.

```lean
/-- The `k`-th moment of a decaying exponential is `k! / r ^ (k + 1)`. -/
theorem exp_moment (k : ℕ) {r : ℝ} (hr : 0 < r) :
    ∫ x in Ioi (0 : ℝ), x ^ k * exp (-(r * x)) = (k.factorial : ℝ) / r ^ (k + 1) := by
  have h := Real.integral_rpow_mul_exp_neg_mul_Ioi (a := (k : ℝ) + 1) (r := r)
    (by positivity) hr
  simp only [add_sub_cancel_right, Real.rpow_natCast, Real.Gamma_nat_eq_factorial] at h
  rw [h, show (k : ℝ) + 1 = ((k + 1 : ℕ) : ℝ) by simp, Real.rpow_natCast, one_div, inv_pow,
    div_eq_mul_inv, mul_comm]
```

Both expansions are geometric series in e⁻ˣ. `HasSum` states convergence together with the limit. In each proof `e` rewrites the terms and `v` rewrites the closed form.

```lean
/-- The Bose function is a sum of Boltzmann factors. -/
theorem bose_series {x : ℝ} (hx : 0 < x) :
    HasSum (fun n : ℕ => exp (-(((n : ℝ) + 1) * x))) (1 / (exp x - 1)) := by
  have hq : exp (-x) < 1 := Real.exp_lt_one_iff.mpr (by linarith)
  have h := (hasSum_geometric_of_lt_one (exp_pos (-x)).le hq).mul_left (exp (-x))
  have e : (fun n : ℕ => exp (-(((n : ℝ) + 1) * x))) =
      fun n : ℕ => exp (-x) * exp (-x) ^ n := by
    funext n
    rw [← Real.exp_nat_mul, ← Real.exp_add]
    congr 1
    ring
  have hy : exp x - 1 ≠ 0 := (sub_pos.mpr (Real.one_lt_exp_iff.mpr hx)).ne'
  have v : 1 / (exp x - 1) = exp (-x) * (1 - exp (-x))⁻¹ := by
    have hy0 := (exp_pos x).ne'
    rw [Real.exp_neg, show 1 - (exp x)⁻¹ = (exp x - 1) / exp x by field_simp]
    field_simp
  rw [e, v]
  exact h
```

The second expansion adds Σ n qⁿ to Σ qⁿ and multiplies by q, which produces the weights n + 1.

```lean
/-- The thermal weight `eˣ/(eˣ - 1)²` is a sum of Boltzmann factors with weights `n + 1`. -/
theorem thermal_weight_series {x : ℝ} (hx : 0 < x) :
    HasSum (fun n : ℕ => ((n : ℝ) + 1) * exp (-(((n : ℝ) + 1) * x)))
      (exp x / (exp x - 1) ^ 2) := by
  have hq1 : exp (-x) < 1 := Real.exp_lt_one_iff.mpr (by linarith)
  have hq : ‖exp (-x)‖ < 1 := by
    rw [Real.norm_of_nonneg (exp_pos _).le]
    exact hq1
  have h0 : HasSum (fun n : ℕ => (n : ℝ) * exp (-x) ^ n) (exp (-x) / (1 - exp (-x)) ^ 2) :=
    hasSum_coe_mul_geometric_of_norm_lt_one hq
  have h := (h0.add (hasSum_geometric_of_lt_one (exp_pos (-x)).le hq1)).mul_left (exp (-x))
  have e : (fun n : ℕ => ((n : ℝ) + 1) * exp (-(((n : ℝ) + 1) * x))) =
      fun n : ℕ => exp (-x) * ((n : ℝ) * exp (-x) ^ n + exp (-x) ^ n) := by
    funext n
    have hn : exp (-(((n : ℝ) + 1) * x)) = exp (-x) * exp (-x) ^ n := by
      rw [← Real.exp_nat_mul, ← Real.exp_add]
      congr 1
      ring
    rw [hn]
    ring
  have hy : exp x - 1 ≠ 0 := (sub_pos.mpr (Real.one_lt_exp_iff.mpr hx)).ne'
  have v : exp x / (exp x - 1) ^ 2 =
      exp (-x) * (exp (-x) / (1 - exp (-x)) ^ 2 + (1 - exp (-x))⁻¹) := by
    have hy0 := (exp_pos x).ne'
    rw [Real.exp_neg]
    generalize exp x = y at hy hy0 ⊢
    rw [show 1 - y⁻¹ = (y - 1) / y by field_simp]
    field_simp
    ring
  rw [e, v]
  exact h
```

## Exchanging sum and integral

The next lemma treats both integrals at once. It takes a function `f` with an expansion Σₙ `a n` e^(−(n+1)x) for x > 0, where the coefficients `a n` are non-negative and the k-th moment of each weighted term is C/(n+1)⁴. Lean assigns the value 0 to a non-integrable integral, so the positive moment in `hint` proves integrability. The integrated norms in `hN` are again C/(n+1)⁴, hence summable, and this licenses the exchange in `key`.

```lean
/-- If `f` is, for `x > 0`, a series of Boltzmann factors with non-negative weights `a n`, and the
`k`-th moment of each weighted term is `C / (n + 1) ^ 4`, then the `k`-th moment of `f` over `x > 0`
is `C * (π ^ 4 / 90)`. -/
theorem integral_of_series (k : ℕ) (a : ℕ → ℝ) (C : ℝ) (f : ℝ → ℝ) (ha : ∀ n, 0 ≤ a n)
    (hs : ∀ n : ℕ, a n * ((k.factorial : ℝ) / ((n : ℝ) + 1) ^ (k + 1)) =
      C * (1 / ((n : ℝ) + 1) ^ 4))
    (hf : ∀ x : ℝ, 0 < x → HasSum (fun n : ℕ => a n * exp (-(((n : ℝ) + 1) * x))) (f x)) :
    ∫ x in Ioi (0 : ℝ), x ^ k * f x = C * (π ^ 4 / 90) := by
  have hz : HasSum (fun n : ℕ => 1 / ((n : ℝ) + 1) ^ 4) (π ^ 4 / 90) := by
    have h := (hasSum_nat_add_iff' 1).mpr hasSum_zeta_four
    simpa using h
  have hI : ∀ n : ℕ, ∫ x in Ioi (0 : ℝ), a n * (x ^ k * exp (-(((n : ℝ) + 1) * x))) =
      C * (1 / ((n : ℝ) + 1) ^ 4) := fun n => by
    rw [integral_const_mul, exp_moment k (by positivity), hs]
  -- a nonzero moment certifies integrability
  have hint : ∀ n : ℕ, Integrable (fun x : ℝ => a n * (x ^ k * exp (-(((n : ℝ) + 1) * x))))
      (volume.restrict (Ioi 0)) := fun n => by
    refine Integrable.const_mul ?_ (a n)
    by_contra h
    have hr : (0 : ℝ) < (n : ℝ) + 1 := by positivity
    have h0 := (exp_moment k hr).symm.trans (integral_undef h)
    have h1 : (0 : ℝ) < (k.factorial : ℝ) / ((n : ℝ) + 1) ^ (k + 1) := by positivity
    exact h1.ne' h0
  have hN : ∀ n : ℕ, ∫ x in Ioi (0 : ℝ), ‖a n * (x ^ k * exp (-(((n : ℝ) + 1) * x)))‖ =
      C * (1 / ((n : ℝ) + 1) ^ 4) := fun n => by
    rw [← hI n]
    refine setIntegral_congr_fun measurableSet_Ioi fun x hx => ?_
    have hx' : (0 : ℝ) < x := hx
    exact Real.norm_of_nonneg (mul_nonneg (ha n) (by positivity))
  have hsum : Summable fun n : ℕ =>
      ∫ x in Ioi (0 : ℝ), ‖a n * (x ^ k * exp (-(((n : ℝ) + 1) * x)))‖ := by
    simp_rw [hN]
    exact (hz.mul_left C).summable
  -- exchange of sum and integral
  have key : HasSum (fun n : ℕ => ∫ x in Ioi (0 : ℝ),
      a n * (x ^ k * exp (-(((n : ℝ) + 1) * x))))
      (∫ x in Ioi (0 : ℝ), ∑' n : ℕ, a n * (x ^ k * exp (-(((n : ℝ) + 1) * x)))) :=
    hasSum_integral_of_summable_integral_norm hint hsum
  simp_rw [hI] at key
  rw [← key.unique (hz.mul_left C)]
  refine setIntegral_congr_fun measurableSet_Ioi fun x hx => ?_
  have h := (hf x hx).mul_left (x ^ k)
  simp only [mul_left_comm (x ^ k)] at h
  exact h.tsum_eq.symm
```

For J the choice is k = 4, `a n` = n + 1 and C = 24.

```lean
/-- The dimensionless Landau integral: `∫ x⁴ eˣ/(eˣ - 1)² dx = 4π⁴/15` over `x > 0`. -/
theorem landau_integral :
    ∫ x in Ioi (0 : ℝ), x ^ 4 * (exp x / (exp x - 1) ^ 2) = 4 * π ^ 4 / 15 := by
  rw [integral_of_series 4 (fun n => (n : ℝ) + 1) 24 (fun x => exp x / (exp x - 1) ^ 2)
    (fun n => by positivity) (fun n => ?_) (fun x hx => thermal_weight_series hx)]
  · ring
  · have hn : (n : ℝ) + 1 ≠ 0 := by positivity
    rw [show ((Nat.factorial 4 : ℕ) : ℝ) = 24 by norm_num [Nat.factorial]]
    field_simp
```

## Restoring T, c and ħ

The derivative of the occupation is established at positive energy, which is all that the integral over p > 0 needs.

```lean
/-- Slope of the Bose occupation at positive energy. -/
theorem bose_hasDerivAt {T E : ℝ} (hT : 0 < T) (hE : 0 < E) :
    HasDerivAt (bose T) (-(exp (E / T) / (T * (exp (E / T) - 1) ^ 2))) E := by
  have hne : exp (E / T) - 1 ≠ 0 :=
    (sub_pos.mpr (Real.one_lt_exp_iff.mpr (div_pos hE hT))).ne'
  have h1 : HasDerivAt (fun E : ℝ => exp (E / T) - 1) (exp (E / T) * (1 / T)) E :=
    (((hasDerivAt_id' E).div_const T).exp).sub_const 1
  have h2 := (hasDerivAt_const E (1 : ℝ)).fun_div h1 hne
  refine h2.congr_deriv ?_
  simp only [zero_mul, one_mul, zero_sub]
  field_simp
```

For all positive `hbar`, `T` and `c`, the next theorem gives the normal density of the dispersion `fun p => c * p`. Here `hpt` writes the integrand in terms of x = cp/T, and `integral_comp_mul_left_Ioi` supplies the Jacobian.

```lean
/-- The normal density of a phonon gas with sound speed `c` is `2π²T⁴/(45ħ³c⁵)`. -/
theorem phonon_normalDensity {hbar T c : ℝ} (hh : 0 < hbar) (hT : 0 < T) (hc : 0 < c) :
    normalDensity hbar T (fun p => c * p) = 2 * π ^ 2 * T ^ 4 / (45 * hbar ^ 3 * c ^ 5) := by
  -- dimensionless momentum x = c p / T
  have hpt : ∀ p ∈ Ioi (0 : ℝ), p ^ 4 * (-deriv (bose T) (c * p)) = T ^ 3 / c ^ 4 *
      ((c / T * p) ^ 4 * (exp (c / T * p) / (exp (c / T * p) - 1) ^ 2)) := fun p hp => by
    have hp' : 0 < p := hp
    have hne : exp (c / T * p) - 1 ≠ 0 :=
      (sub_pos.mpr (Real.one_lt_exp_iff.mpr (by positivity))).ne'
    rw [(bose_hasDerivAt hT (mul_pos hc hp')).deriv, show c * p / T = c / T * p by ring,
      neg_neg]
    generalize exp (c / T * p) = y at hne ⊢
    field_simp
  have h := integral_comp_mul_left_Ioi
    (fun x : ℝ => x ^ 4 * (exp x / (exp x - 1) ^ 2)) 0 (div_pos hc hT)
  simp only [mul_zero, smul_eq_mul] at h
  rw [landau_integral] at h
  change 1 / (6 * π ^ 2 * hbar ^ 3) *
    ∫ p in Ioi (0 : ℝ), p ^ 4 * (-deriv (bose T) (c * p)) = _
  rw [setIntegral_congr_fun measurableSet_Ioi hpt, integral_const_mul, h]
  have hpi := Real.pi_pos.ne'
  field_simp
  ring
```

The energy density uses the same substitution, with k = 3, `a n` = 1 and C = 6.

```lean
/-- The thermal energy density of the same phonon gas is `π²T⁴/(30ħ³c³)`. -/
theorem phonon_energyDensity {hbar T c : ℝ} (hh : 0 < hbar) (hT : 0 < T) (hc : 0 < c) :
    energyDensity hbar T (fun p => c * p) = π ^ 2 * T ^ 4 / (30 * hbar ^ 3 * c ^ 3) := by
  have hP : ∫ x in Ioi (0 : ℝ), x ^ 3 * (1 / (exp x - 1)) = 6 * (π ^ 4 / 90) := by
    refine integral_of_series 3 (fun _ => 1) 6 (fun x => 1 / (exp x - 1))
      (fun _ => zero_le_one) (fun n => ?_)
      (fun x hx => by simpa only [one_mul] using bose_series hx)
    rw [show ((Nat.factorial 3 : ℕ) : ℝ) = 6 by norm_num [Nat.factorial]]
    ring
  have hpt : ∀ p ∈ Ioi (0 : ℝ), p ^ 2 * (c * p * bose T (c * p)) = T ^ 3 / c ^ 2 *
      ((c / T * p) ^ 3 * (1 / (exp (c / T * p) - 1))) := fun p _ => by
    rw [bose, show c * p / T = c / T * p by ring]
    generalize 1 / (exp (c / T * p) - 1) = y
    have e : T ^ 3 / c ^ 2 * (c / T) ^ 3 = c := by field_simp
    linear_combination (-(p ^ 3 * y)) * e
  have h := integral_comp_mul_left_Ioi
    (fun x : ℝ => x ^ 3 * (1 / (exp x - 1))) 0 (div_pos hc hT)
  simp only [mul_zero, smul_eq_mul] at h
  rw [hP] at h
  change 1 / (2 * π ^ 2 * hbar ^ 3) *
    ∫ p in Ioi (0 : ℝ), p ^ 2 * (c * p * bose T (c * p)) = _
  rw [setIntegral_congr_fun measurableSet_Ioi hpt, integral_const_mul, h]
  have hpi := Real.pi_pos.ne'
  field_simp
  ring
```

The last theorem divides out the common factors of the two closed forms.

```lean
/-- For phonons, the normal density times `c²` is four thirds of the thermal energy density. -/
theorem normalDensity_eq_energyDensity {hbar T c : ℝ} (hh : 0 < hbar) (hT : 0 < T)
    (hc : 0 < c) : normalDensity hbar T (fun p => c * p) * c ^ 2 =
      4 / 3 * energyDensity hbar T (fun p => c * p) := by
  rw [phonon_normalDensity hh hT hc, phonon_energyDensity hh hT hc]
  field_simp
  ring

end

end LandauPhononNormalDensity
```

```lean
#print axioms LandauPhononNormalDensity.phonon_normalDensity
#print axioms LandauPhononNormalDensity.normalDensity_eq_energyDensity
```

```
'LandauPhononNormalDensity.phonon_normalDensity' depends on axioms: [propext, Classical.choice, Quot.sound]
'LandauPhononNormalDensity.normalDensity_eq_energyDensity' depends on axioms: [propext, Classical.choice, Quot.sound]
```

In a homogeneous three-dimensional Bose superfluid these formulas describe the low-temperature regime, as far as the excitations can be treated as non-interacting phonons with a linear spectrum. The sound speed is an input, and curvature of the dispersion, damping and other branches are absent.
